# A complete set of Ising cluster correlations is realizable exactly when all its configuration weights are nonnegative

Take $n$ spins $\tau_i=\pm1$ and a real number $\xi_S$ for every cluster $S$ of sites, with $\xi_\emptyset=1$. These numbers are the correlations, meaning the averages $\langle\prod_{i\in S}\tau_i\rangle$, of some probability distribution if and only if

$$w_\xi(\tau)=2^{-n}\sum_S \xi_S\,\Phi_S(\tau)\;\ge\;0\qquad\text{for every configuration }\tau,$$

where $\Phi_S(\tau)=\prod_{i\in S}\tau_i$, and $w_\xi$ is then the only distribution that has them. I can see that this should follow from the orthogonality of the cluster functions, but I would like a full proof, with both directions and the uniqueness checked by a proof assistant. Can this be done in Lean 4 with Mathlib, and does it give the familiar inequalities for a pair and for a frustrated triangle?

## Correlations and weights determine each other

Yes to both. The map from functions on configurations to their correlations is linear and invertible, and $\xi\mapsto w_\xi$ is its inverse. A given $\xi$ therefore leaves one candidate for the distribution, and only its sign has to be tested.

Two sums are needed. The first runs over clusters, for two fixed configurations $\sigma$ and $\tau$. Each site is either in the cluster, contributing $\sigma_i\tau_i$, or outside it, contributing $1$, so

$$\sum_S \Phi_S(\sigma)\Phi_S(\tau)=\prod_i\,(1+\sigma_i\tau_i)=2^n\,\delta_{\sigma\tau}.$$

If the configurations agree, every factor is $2$. If they differ at some site, the factor there is $1-1=0$.

The second sum runs over configurations, for two fixed clusters $S$ and $T$. It also factorises over sites:

$$\sum_\tau \Phi_S(\tau)\Phi_T(\tau)=\prod_i\,\sum_{s=\pm1} s^{[i\in S]+[i\in T]}=2^n\,\delta_{ST},$$

where the bracket $[\cdot]$ is $1$ if the condition holds and $0$ otherwise. A site in both clusters or in neither gives $1+1=2$. A site in exactly one of them gives $1-1=0$.

For any real function $p$ on configurations, write $c_S(p)=\sum_\tau p(\tau)\Phi_S(\tau)$. The second sum shows that $w_\xi$ has the prescribed correlations:

$$c_S(w_\xi)=2^{-n}\sum_T \xi_T\sum_\tau\Phi_T(\tau)\Phi_S(\tau)=\xi_S .$$

The first shows that $p$ is recovered from its correlations:

$$2^{-n}\sum_S c_S(p)\,\Phi_S(\tau)=2^{-n}\sum_\sigma p(\sigma)\sum_S\Phi_S(\sigma)\Phi_S(\tau)=p(\tau).$$

Now suppose that a probability distribution $p$ has correlations $\xi$. The last identity gives $p=w_\xi$, so $w_\xi\ge0$ and $p$ is unique. Conversely, suppose that $w_\xi\ge0$. Its correlations are $\xi$, and since $\Phi_\emptyset=1$, its total is $c_\emptyset(w_\xi)=\xi_\emptyset=1$. It is therefore a probability distribution.

## The inequalities for a pair and for a triangle

For two spins, labelled $0$ and $1$, write $\xi_0$, $\xi_1$ and $\xi_{01}$ for the values on the clusters $\{0\}$, $\{1\}$ and $\{0,1\}$. The weights are

$$w_\xi(\tau)=\tfrac14\left(1+\xi_0\tau_0+\xi_1\tau_1+\xi_{01}\tau_0\tau_1\right).$$

Nonnegativity for the two parallel configurations means $1+\xi_{01}\pm(\xi_0+\xi_1)\ge0$. For the two antiparallel ones it means $1-\xi_{01}\pm(\xi_0-\xi_1)\ge0$. Together these are

$$|\xi_0+\xi_1|\le 1+\xi_{01},\qquad |\xi_0-\xi_1|\le 1-\xi_{01}.$$

It is not enough that each number lies between $-1$ and $1$. The values $\xi_0=\xi_1=0.8$ and $\xi_{01}=0$ would give the configuration with both spins down the weight $-0.15$.

For three distinct sites $i,j,k$ in a system of any finite size, the identity

$$\tau_i\tau_j+\tau_j\tau_k+\tau_i\tau_k=\tfrac12\left[(\tau_i+\tau_j+\tau_k)^2-3\right]\ge-1$$

holds in each configuration, because a sum of three signs is odd and its square is at least $1$. Averaging over a distribution gives the same lower bound for the sum of the three pair correlations. For a system of just these three spins, the bound can also be read off from the criterion: the weights of the all-up and all-down configurations add up to $\tfrac14(1+\xi_{ij}+\xi_{jk}+\xi_{ik})$, which must be nonnegative. This is the frustration of an antiferromagnetic triangle: its three bonds cannot all be antiparallel. The bound is necessary but not sufficient. Pair correlations $1$, $1$ and $-1$ satisfy it, yet no distribution has them, since two bonds that are always parallel force the third to be parallel too.

## What the Lean statements say

A configuration is a function `τ : ι → Bool` on a finite type `ι` of sites, and `spin` reads `true` as $+1$ and `false` as $-1$. In a binary alloy the two values are the two species. A cluster is a `Finset ι`, that is, any set of sites, whether or not they are neighbours. The definitions `cluster`, `correlation` and `weight` are $\Phi_S$, $c_S(p)$ and $w_\xi$, and `IsDistribution p` says that $p$ is nonnegative and sums to one.

The main theorem, `distribution_iff`, takes any `ξ` with `ξ ∅ = 1` and any real function `p`. It states that `p` is a distribution with correlations `ξ` if and only if all weights are nonnegative and `p = weight ξ`. That equality carries the uniqueness. The hypothesis `h0 : ξ ∅ = 1` is the normalisation of probability, since the correlation of the empty cluster is the total probability. `realizable_iff` is the existence statement alone, `two_spin_realizable_iff` specialises it to `Fin 2`, and `triangle_constraint` is the bound for three distinct sites.

The condition `correlation p = ξ` is an equality of functions, so all $2^n$ correlations are prescribed, each cluster separately. For a cluster expansion of a binary alloy on finitely many sites, the criterion thus tests a complete set of target correlations. A short list of pairs and triplets can leave open whether the missing values can be filled in, and the criterion by itself does not settle that. Realizable here means by a probability distribution over configurations, not by a single ordered structure. No energy or temperature enters, and infinite lattices and alloys with three or more species are not covered.

```lean
import Mathlib

open Finset

namespace CorrelationConstraints

noncomputable section

variable {ι : Type*} [Fintype ι] [DecidableEq ι]

/-- The spin value of a site: `+1` for `true` and `-1` for `false`. -/
def spin (b : Bool) : ℝ := if b then 1 else -1

/-- The cluster function `Φ_S(τ)`: the product of the spins of `τ` on the cluster `S`. -/
def cluster (S : Finset ι) (τ : ι → Bool) : ℝ := ∏ i ∈ S, spin (τ i)

/-- A probability distribution on spin configurations: nonnegative, with total one. -/
structure IsDistribution (p : (ι → Bool) → ℝ) : Prop where
  nonneg : ∀ τ, 0 ≤ p τ
  total : ∑ τ, p τ = 1

/-- The correlation of the cluster `S`: the sum of `Φ_S` over configurations, weighted by `p`. -/
def correlation (p : (ι → Bool) → ℝ) (S : Finset ι) : ℝ := ∑ τ, p τ * cluster S τ

/-- The configuration weight `2^(-n) ∑_S ξ_S Φ_S(τ)` built from the numbers `ξ_S`. -/
def weight (ξ : Finset ι → ℝ) (τ : ι → Bool) : ℝ :=
  ((2 : ℝ) ^ Fintype.card ι)⁻¹ * ∑ S : Finset ι, ξ S * cluster S τ

/-- Completeness: summed over all clusters, `Φ_S(σ) Φ_S(τ)` gives `2^n` if the two
configurations agree and zero otherwise. -/
theorem cluster_completeness (σ τ : ι → Bool) :
    ∑ S : Finset ι, cluster S σ * cluster S τ =
      if σ = τ then (2 : ℝ) ^ Fintype.card ι else 0 := by
  -- the sum over clusters is an expanded product over sites
  have h : ∑ S : Finset ι, cluster S σ * cluster S τ =
      ∏ i, (spin (σ i) * spin (τ i) + 1) := by
    rw [Finset.prod_add, Finset.powerset_univ]
    refine Finset.sum_congr rfl fun S _ => ?_
    simp only [cluster, Finset.prod_mul_distrib, Finset.prod_const_one, mul_one]
  rw [h]
  split_ifs with e
  · subst e
    have h2 : ∀ i, spin (σ i) * spin (σ i) + 1 = 2 := fun i => by
      cases σ i <;> norm_num [spin]
    simp only [h2, Finset.prod_const, Finset.card_univ]
  · -- a site where the configurations differ contributes a zero factor
    obtain ⟨i, hi⟩ := Function.ne_iff.mp e
    apply Finset.prod_eq_zero (Finset.mem_univ i)
    revert hi
    cases σ i <;> cases τ i <;> norm_num [spin]

/-- Orthogonality: summed over all configurations, `Φ_S Φ_T` gives `2^n` if the two
clusters agree and zero otherwise. -/
theorem cluster_orthogonality (S T : Finset ι) :
    ∑ τ : ι → Bool, cluster S τ * cluster T τ =
      if S = T then (2 : ℝ) ^ Fintype.card ι else 0 := by
  -- the sum over configurations factorises over sites
  have h : ∑ τ : ι → Bool, cluster S τ * cluster T τ =
      ∏ i, ∑ b : Bool, ((if i ∈ S then spin b else 1) * (if i ∈ T then spin b else 1)) := by
    rw [Finset.prod_univ_sum, Fintype.piFinset_univ]
    refine Finset.sum_congr rfl fun τ _ => ?_
    simp only [cluster, Finset.prod_mul_distrib, Finset.prod_ite_mem, Finset.univ_inter]
  rw [h]
  split_ifs with e
  · subst e
    have h2 : ∀ i, ∑ b : Bool,
        ((if i ∈ S then spin b else 1) * (if i ∈ S then spin b else 1)) = 2 := fun i => by
      by_cases hi : i ∈ S <;> norm_num [hi, spin]
    simp only [h2, Finset.prod_const, Finset.card_univ]
  · -- a site in exactly one of the clusters has zero spin sum
    have hex : ∃ i, ¬(i ∈ S ↔ i ∈ T) := by
      by_contra hc
      exact e (Finset.ext fun i => not_not.mp fun hi => hc ⟨i, hi⟩)
    obtain ⟨i, hi⟩ := hex
    apply Finset.prod_eq_zero (Finset.mem_univ i)
    revert hi
    by_cases hS : i ∈ S <;> by_cases hT : i ∈ T <;> norm_num [hS, hT, spin]

/-- The weights built from any numbers `ξ_S` have exactly these numbers as correlations. -/
theorem correlation_weight (ξ : Finset ι → ℝ) : correlation (weight ξ) = ξ := by
  funext S
  calc correlation (weight ξ) S
      = ((2 : ℝ) ^ Fintype.card ι)⁻¹ *
          ∑ T : Finset ι, ξ T * ∑ τ : ι → Bool, cluster T τ * cluster S τ := by
        simp only [correlation, weight, Finset.mul_sum, Finset.sum_mul]
        rw [Finset.sum_comm]
        refine Finset.sum_congr rfl fun T _ => Finset.sum_congr rfl fun τ _ => ?_
        ring
    _ = ξ S := by
        simp only [cluster_orthogonality, mul_ite, mul_zero, Finset.sum_ite_eq',
          Finset.mem_univ, if_true]
        field_simp

/-- Any real function on configurations is recovered from its correlations. -/
theorem weight_correlation (p : (ι → Bool) → ℝ) : weight (correlation p) = p := by
  funext τ
  calc weight (correlation p) τ
      = ((2 : ℝ) ^ Fintype.card ι)⁻¹ *
          ∑ σ : ι → Bool, p σ * ∑ S : Finset ι, cluster S σ * cluster S τ := by
        simp only [correlation, weight, Finset.mul_sum, Finset.sum_mul]
        rw [Finset.sum_comm]
        refine Finset.sum_congr rfl fun σ _ => Finset.sum_congr rfl fun S _ => ?_
        ring
    _ = p τ := by
        simp only [cluster_completeness, mul_ite, mul_zero, Finset.sum_ite_eq',
          Finset.mem_univ, if_true]
        field_simp

/-- Let `ξ_∅ = 1`. Then `p` is a probability distribution with correlations `ξ` if and only if
all weights `2^(-n) ∑_S ξ_S Φ_S(τ)` are nonnegative and `p` is given by these weights. -/
theorem distribution_iff (ξ : Finset ι → ℝ) (h0 : ξ ∅ = 1) (p : (ι → Bool) → ℝ) :
    (IsDistribution p ∧ correlation p = ξ) ↔ ((∀ τ, 0 ≤ weight ξ τ) ∧ p = weight ξ) := by
  constructor
  · rintro ⟨hp, rfl⟩
    rw [weight_correlation]
    exact ⟨hp.nonneg, rfl⟩
  · rintro ⟨hpos, rfl⟩
    refine ⟨⟨hpos, ?_⟩, correlation_weight ξ⟩
    -- the total weight is the correlation of the empty cluster
    have h := congrFun (correlation_weight ξ) ∅
    simpa only [correlation, cluster, Finset.prod_empty, mul_one, h0] using h

/-- Numbers `ξ_S` with `ξ_∅ = 1` are the correlations of some probability distribution if and
only if `2^(-n) ∑_S ξ_S Φ_S(τ)` is nonnegative for every configuration `τ`. -/
theorem realizable_iff (ξ : Finset ι → ℝ) (h0 : ξ ∅ = 1) :
    (∃ p, IsDistribution p ∧ correlation p = ξ) ↔ ∀ τ, 0 ≤ weight ξ τ := by
  constructor
  · rintro ⟨p, hp⟩
    exact ((distribution_iff ξ h0 p).mp hp).1
  · intro h
    exact ⟨weight ξ, (distribution_iff ξ h0 _).mpr ⟨h, rfl⟩⟩

/-- For two spins and `ξ_∅ = 1`, the numbers `ξ_S` are realizable if and only if
`|ξ_0 + ξ_1| ≤ 1 + ξ_01` and `|ξ_0 - ξ_1| ≤ 1 - ξ_01`. -/
theorem two_spin_realizable_iff (ξ : Finset (Fin 2) → ℝ) (h0 : ξ ∅ = 1) :
    (∃ p, IsDistribution p ∧ correlation p = ξ) ↔
      |ξ {0} + ξ {1}| ≤ 1 + ξ {0, 1} ∧ |ξ {0} - ξ {1}| ≤ 1 - ξ {0, 1} := by
  have st : spin true = 1 := by simp [spin]
  have sf : spin false = -1 := by simp [spin]
  -- the four clusters written out
  have hw : ∀ τ : Fin 2 → Bool, weight ξ τ = (1 + ξ {0} * spin (τ 0) + ξ {1} * spin (τ 1)
      + ξ {0, 1} * (spin (τ 0) * spin (τ 1))) / 4 := by
    intro τ
    have hu : (Finset.univ : Finset (Finset (Fin 2))) = {∅, {0}, {1}, {0, 1}} := by decide
    rw [weight, hu,
      Finset.sum_insert (show (∅ : Finset (Fin 2)) ∉
        ({{0}, {1}, {0, 1}} : Finset (Finset (Fin 2))) by decide),
      Finset.sum_insert (show ({0} : Finset (Fin 2)) ∉
        ({{1}, {0, 1}} : Finset (Finset (Fin 2))) by decide),
      Finset.sum_insert (show ({1} : Finset (Fin 2)) ∉
        ({{0, 1}} : Finset (Finset (Fin 2))) by decide),
      Finset.sum_singleton, h0]
    simp only [cluster, Finset.prod_empty, Finset.prod_singleton,
      Finset.prod_pair (show (0 : Fin 2) ≠ 1 by decide), Fintype.card_fin]
    ring
  rw [realizable_iff ξ h0]
  simp only [hw, abs_le]
  constructor
  · intro h
    have h1 : ∀ a b : Bool, 0 ≤ (1 + ξ {0} * spin a + ξ {1} * spin b
        + ξ {0, 1} * (spin a * spin b)) / 4 := fun a b => h ![a, b]
    have huu := h1 true true
    have hud := h1 true false
    have hdu := h1 false true
    have hdd := h1 false false
    simp only [st, sf] at huu hud hdu hdd
    exact ⟨⟨by linarith, by linarith⟩, ⟨by linarith, by linarith⟩⟩
  · rintro ⟨⟨ha, hb⟩, ⟨hc, hd⟩⟩ τ
    cases τ 0 <;> cases τ 1 <;> simp only [st, sf] <;> linarith

/-- Frustrated triangle: in any probability distribution, the three pair correlations among
three distinct sites sum to at least `-1`. -/
theorem triangle_constraint {p : (ι → Bool) → ℝ} (hp : IsDistribution p) {i j k : ι}
    (hij : i ≠ j) (hjk : j ≠ k) (hik : i ≠ k) :
    -1 ≤ correlation p {i, j} + correlation p {j, k} + correlation p {i, k} := by
  -- the inequality holds in each configuration and is then averaged
  have key : 0 ≤ ∑ τ, p τ * (1 + cluster {i, j} τ + cluster {j, k} τ + cluster {i, k} τ) := by
    refine Finset.sum_nonneg fun τ _ => mul_nonneg (hp.nonneg τ) ?_
    simp only [cluster, Finset.prod_pair hij, Finset.prod_pair hjk, Finset.prod_pair hik]
    cases τ i <;> cases τ j <;> cases τ k <;> norm_num [spin]
  simp only [mul_add, mul_one, Finset.sum_add_distrib, hp.total] at key
  unfold correlation
  linarith

end

end CorrelationConstraints
```

```lean
#print axioms CorrelationConstraints.cluster_completeness
#print axioms CorrelationConstraints.two_spin_realizable_iff
#print axioms CorrelationConstraints.triangle_constraint
```

```
'CorrelationConstraints.cluster_completeness' depends on axioms: [propext, Classical.choice, Quot.sound]
'CorrelationConstraints.two_spin_realizable_iff' depends on axioms: [propext, Classical.choice, Quot.sound]
'CorrelationConstraints.triangle_constraint' depends on axioms: [propext, Classical.choice, Quot.sound]
```

## From the two site-by-site products to the theorem

`cluster_completeness` is the sum over clusters. `Finset.prod_add` expands the product of $\sigma_i\tau_i+1$ into a sum over subsets, which gives the factorised form. If the configurations agree, each factor is shown to be $2$. If they differ, `Function.ne_iff` supplies a site where they do, and the zero factor there makes the product vanish.

`cluster_orthogonality` is the sum over configurations. Here `Finset.prod_univ_sum` turns a product of one-site sums into a sum over all ways of choosing a spin at each site. The conditional `if i ∈ S then spin b else 1` plays the part of the exponent $[i\in S]$ above. For different clusters, the proof finds a site that belongs to exactly one of them, where the one-site sum is zero.

`correlation_weight` and `weight_correlation` are the two inversion identities. Each exchanges the order of summation with `Finset.sum_comm`, inserts the matching sum from the previous two lemmas, and cancels the factor $2^n$.

In `distribution_iff`, the forward direction replaces `ξ` by `correlation p` and rewrites with `weight_correlation`. The weights are then `p` itself, and their nonnegativity is part of the assumption. The reverse direction takes the correlations from `correlation_weight` and evaluates that identity at the empty cluster to get total one. This is where `h0` is used. `realizable_iff` then follows by offering `weight ξ` as the distribution.

For two spins, the auxiliary statement `hw` writes out the four clusters and arrives at the formula with the factor $1/4$. One direction evaluates it at the four configurations `![a, b]`, the other goes through the possible spin values, and `linarith` passes between the four linear inequalities and the two absolute values.

`triangle_constraint` does not use the inversion. Its step `key` shows that $1+\tau_i\tau_j+\tau_j\tau_k+\tau_i\tau_k$ is nonnegative by checking the eight spin assignments, where the derivation above used the square, and then sums against `p`. The total probability turns the constant term into $1$. The sites must be distinct because for $i=j$ the set `{i, j}` is a single site, and its correlation is then the mean spin of that site instead of a pair correlation.
